# Right-hand limits at zero imaginary time of the derivatives of a fermionic propagator with finitely many poles

The lemma `tendsto_propagator_right` concerns a fermionic propagator in imaginary time built from finitely many real poles e_k with real weights a_k, which need be neither positive nor normalised; β is any real number. For τ > 0 the propagator is the greater branch, −∑ a_k exp(−e_k τ)/(1 + exp(−β e_k)), and for τ ≤ 0 it is the lesser branch. The lemma says that, for every order j, the j-th derivative of the propagator tends to the j-th derivative of the greater branch at 0 as τ falls to zero from above. The proof first shows that this derivative of the greater branch is continuous, and then that it equals the propagator's derivative at every τ > 0, because the two functions agree near such a point.

In Lean, a first try:

```lean
import Mathlib

open Filter Topology

namespace ImaginaryTimeMoments

noncomputable section

variable {ι : Type*} [Fintype ι]

/-- The fermionic Green's function at positive imaginary time, with poles `e k` and
spectral weights `a k`. -/
def greater (β : ℝ) (a e : ι → ℝ) (τ : ℝ) : ℝ :=
  -∑ k, a k * Real.exp (-e k * τ) / (1 + Real.exp (-β * e k))

/-- The fermionic Green's function at negative imaginary time, where each pole is weighted
by its Fermi occupation. -/
def lesser (β : ℝ) (a e : ι → ℝ) (τ : ℝ) : ℝ :=
  ∑ k, a k * Real.exp (-e k * τ) / (1 + Real.exp (β * e k))

/-- The time-ordered propagator: the greater branch for `τ > 0` and the lesser branch
for `τ ≤ 0`. -/
def propagator (β : ℝ) (a e : ι → ℝ) (τ : ℝ) : ℝ :=
  if 0 < τ then greater β a e τ else lesser β a e τ

/-- The `j`-th derivative of a sum of real exponentials multiplies each amplitude by `(-e k) ^ j`.
-/
theorem iteratedDeriv_expSum (c e : ι → ℝ) (j : ℕ) (τ : ℝ) :
    iteratedDeriv j (fun t => ∑ k, c k * Real.exp (-e k * t)) τ =
      ∑ k, c k * (-e k) ^ j * Real.exp (-e k * τ) := by
  induction j generalizing τ with
  | zero => simp [iteratedDeriv_zero]
  | succ j ih =>
    rw [iteratedDeriv_succ, funext ih]
    have h : HasDerivAt (fun t => ∑ k, c k * (-e k) ^ j * Real.exp (-e k * t))
        (∑ k, c k * (-e k) ^ (j + 1) * Real.exp (-e k * τ)) τ := by
      refine HasDerivAt.fun_sum (fun k _ => ?_)
      have h1 : HasDerivAt (fun t : ℝ => -e k * t) (-e k) τ :=
        ((hasDerivAt_id' τ).const_mul (-e k)).congr_deriv (mul_one _)
      exact (h1.exp.const_mul (c k * (-e k) ^ j)).congr_deriv (by ring)
    exact h.deriv

/-- The `j`-th imaginary-time derivative of the greater branch is again a greater branch,
with weights `a k * (-e k) ^ j`. -/
theorem iteratedDeriv_greater (β : ℝ) (a e : ι → ℝ) (j : ℕ) (τ : ℝ) :
    iteratedDeriv j (greater β a e) τ = greater β (fun k => a k * (-e k) ^ j) e τ := by
  have h : greater β a e =
      fun t => ∑ k, (-(a k / (1 + Real.exp (-β * e k)))) * Real.exp (-e k * t) := by
    funext t
    simp only [greater, ← Finset.sum_neg_distrib]
    exact Finset.sum_congr rfl fun k _ => by ring
  rw [h, iteratedDeriv_expSum]
  simp only [greater, ← Finset.sum_neg_distrib]
  exact Finset.sum_congr rfl fun k _ => by ring

/-- As `τ` tends to zero from above, the `j`-th derivative of the propagator tends to that
of the greater branch at `0`. -/
theorem tendsto_propagator_right (β : ℝ) (a e : ι → ℝ) (j : ℕ) :
    Tendsto (iteratedDeriv j (propagator β a e)) (𝓝[>] 0)
      (𝓝 (iteratedDeriv j (greater β a e) 0)) := by
  have hc : Continuous (iteratedDeriv j (greater β a e)) := by
    rw [funext (iteratedDeriv_greater β a e j)]
    simp only [greater, div_eq_mul_inv]
    fun_prop
  refine (hc.continuousAt.tendsto.mono_left nhdsWithin_le_nhds).congr' ?_
  filter_upwards [self_mem_nhdsWithin] with τ hτ
  have h : greater β a e =ᶠ[𝓝 τ] propagator β a e := by
    filter_upwards [Ioi_mem_nhds hτ] with t ht
    unfold propagator
    rw [if_pos (Set.mem_Ioi.mp ht)]
  exact h.iteratedDeriv_eq j

end

end ImaginaryTimeMoments
```

The compiler's answer:

```
Main.lean:63:4: error: `simp` made no progress
```

Diagnosis. The message says that `simp only [greater, div_eq_mul_inv]` found nothing to rewrite. The `rw` before it, which uses `funext`, leaves the goal as the continuity of `greater β (fun k => a k * (-e k) ^ j) e`, a function not yet applied to a time. But `greater` is defined with `τ` as an argument before the colon, so the equation `simp` uses to unfold it matches only when `τ` is supplied too. With `greater` still folded, no division is visible either, and `div_eq_mul_inv` has nothing to act on.

The added `change` restates the goal as the continuity of an explicit function of `τ`, with the sum written out. Lean accepts this because the two forms are equal by definition. The division is now in view, so `simp only [div_eq_mul_inv]` can turn it into multiplication by an inverse, and `fun_prop` proves continuity. Dropping `greater` from the `simp only` list is mere tidying, since the `change` has already unfolded it.

Lean accepts the file once it reads:

```diff
@@ -61,5 +61,7 @@
   have hc : Continuous (iteratedDeriv j (greater β a e)) := by
     rw [funext (iteratedDeriv_greater β a e j)]
-    simp only [greater, div_eq_mul_inv]
+    change Continuous (fun τ : ℝ => -∑ k, a k * (-e k) ^ j * Real.exp (-e k * τ) /
+      (1 + Real.exp (-β * e k)))
+    simp only [div_eq_mul_inv]
     fun_prop
   refine (hc.continuousAt.tendsto.mono_left nhdsWithin_le_nhds).congr' ?_
```
